# For continuous S-orthonormal pseudo-orbitals, plain links have a unitary limit exactly when the augmentation overlap vanishes

## One orbital with one component

Take a single band whose cell-periodic pseudo-orbital has the single component $u = 1/2$ at every wavevector, and the overlap "matrix" $S = 4$. It is normalized in the generalized sense, $u^* S u = 1$. The overlap between the orbitals at two neighbouring wavevectors is $1$ if $S$ is included and $1/4$ if it is left out. However close the wavevectors are, the second number does not approach modulus one. The missing $3/4$ is $u^*(S-1)u$.

## Links between neighbouring wavevectors

In ultrasoft and PAW methods the pseudo-orbitals are smooth near the nuclei, and the term $S-1$ in the overlap corrects their norms and mutual overlaps for this smoothing. Let the columns of $U(k)$ hold the cell-periodic parts of the pseudo-orbitals of the chosen bands at wavevector $k$, expanded in a finite orthonormal basis that is the same at every wavevector. These cell-periodic parts are what "pseudo-orbitals" and "orbitals" mean below. Let $S$ be the matrix, in this basis, of the generalized overlap between cell-periodic parts at the wavevector $k$ under consideration, and let $\dagger$ denote the conjugate transpose. For a displacement $b$ there are two candidate links:

- the augmented link $U(k)^\dagger S\,U(k+b)$;
- the plain link $U(k)^\dagger U(k+b)$.

Discretized Berry-phase expressions for the polarization are built from such links. For a finite basis, a fixed number of bands and orbitals that are continuous in the wavevector, the result below says which of the two reduces to the identity as the spacing shrinks. It concerns single links and gives no error estimate for a polarization.

## The two limits

Suppose that $U$ is continuous at $k$ and $U(k)^\dagger S\,U(k)=1$. Define the augmentation overlap $Q = U(k)^\dagger (S-1)U(k)$. As $b\to0$, $U(k+b)\to U(k)$, and matrix multiplication is continuous, so
$$U(k)^\dagger S\,U(k+b)\to U(k)^\dagger S\,U(k)=1,$$
$$U(k)^\dagger U(k+b)\to U(k)^\dagger U(k)=U(k)^\dagger S\,U(k)-Q=1-Q.$$

## When the plain limit is unitary

Write $V=U(k)$, $G=V^\dagger V=1-Q$ and $D=G-1$. Both $G$ and $D$ are Hermitian. If $G$ is unitary, then $G^2=1$, and
$$(VD)^\dagger(VD)+D^\dagger D = DGD+D^2=D(G^2-1)=0.$$
The $j$-th diagonal entry of this equation reads
$$\sum_i |(VD)_{ij}|^2+\sum_i|D_{ij}|^2=0.$$
Every term is non-negative, so $D=0$, which means $Q=0$. Conversely, $Q=0$ gives $G=1$, which is unitary.

If $Q\neq0$, the plain link is also non-unitary for every sufficiently small $b$: the map $A\mapsto AA^\dagger$ is continuous, and its value at the limit differs from $1$.

## What the Lean statement assumes

In `link_limits`, `K` is the space of wavevectors, any normed commutative additive group, so one, two and three dimensions are all covered. The finite types `m` and `n` label basis functions and bands. The hypothesis `hU` is continuity at the one point $k$, and `hS` is the generalized orthonormality $U(k)^\dagger S\,U(k)=1$ there. `Tendsto … (𝓝 0)` is the limit $b\to0$. The three parts of the conclusion are the two limits and the unitarity criterion. `S` need be neither Hermitian nor positive.

The matrix `S` does not vary with $b$ in this theorem. In practice the augmentation term between the cell-periodic parts at $k$ and $k+b$ depends on both wavevectors. `tendsto_augmentedLink` allows this, at fixed $k$, through a matrix function `B` continuous at $b=0$; the limit is then $U(k)^\dagger B(0)U(k)$, which is the identity if the orbitals at $k$ are orthonormal with respect to $B(0)$.

```lean
import Mathlib

open Matrix Filter Topology

namespace UltrasoftLinks

noncomputable section

variable {K m n : Type*} [NormedAddCommGroup K] [Fintype m] [DecidableEq m]
  [Fintype n] [DecidableEq n]

/-- The plain link `U(k)ᴴ U(k+b)` between the pseudo-orbitals at two wavevectors. -/
def plainLink (U : K → Matrix m n ℂ) (k b : K) : Matrix n n ℂ :=
  (U k)ᴴ * U (k + b)

/-- The augmented link `U(k)ᴴ S U(k+b)`, with the overlap matrix `S` between the
pseudo-orbitals. -/
def augmentedLink (S : Matrix m m ℂ) (U : K → Matrix m n ℂ) (k b : K) : Matrix n n ℂ :=
  (U k)ᴴ * S * U (k + b)

/-- The augmentation overlap `Vᴴ (S - 1) V` of the orbitals in the columns of `V`. -/
def augmentationOverlap (S : Matrix m m ℂ) (V : Matrix m n ℂ) : Matrix n n ℂ :=
  Vᴴ * (S - 1) * V

omit [DecidableEq m] [DecidableEq n] [Fintype n] in
/-- A diagonal entry of a Gram matrix has as its real part the sum of the squared moduli
of the column's entries. -/
theorem gram_diag_re (A : Matrix m n ℂ) (j : n) :
    ((Aᴴ * A) j j).re = ∑ i, Complex.normSq (A i j) := by
  simp [Matrix.mul_apply, Complex.normSq_apply]

omit [DecidableEq m] in
/-- The Gram matrix of a set of orbitals is unitary if and only if the orbitals are
orthonormal. -/
theorem gram_unitary_iff (V : Matrix m n ℂ) :
    Vᴴ * V ∈ Matrix.unitaryGroup n ℂ ↔ Vᴴ * V = 1 := by
  constructor
  · intro h
    have h2 := Matrix.mem_unitaryGroup_iff.mp h
    rw [Matrix.star_eq_conjTranspose, Matrix.conjTranspose_mul,
      Matrix.conjTranspose_conjTranspose] at h2
    have hD : (Vᴴ * V - 1)ᴴ = Vᴴ * V - 1 := by
      rw [Matrix.conjTranspose_sub, Matrix.conjTranspose_mul,
        Matrix.conjTranspose_conjTranspose, Matrix.conjTranspose_one]
    have alg : ∀ G : Matrix n n ℂ, G * G = 1 →
        (G - 1) * G * (G - 1) + (G - 1) * (G - 1) = 0 := by
      intro G hG
      have e : (G - 1) * G * (G - 1) + (G - 1) * (G - 1) = (G - 1) * (G * G - 1) := by
        noncomm_ring
      rw [e, hG, sub_self, mul_zero]
    -- two Gram matrices add up to zero
    have key : (V * (Vᴴ * V - 1))ᴴ * (V * (Vᴴ * V - 1))
        + (Vᴴ * V - 1)ᴴ * (Vᴴ * V - 1) = 0 := by
      rw [Matrix.conjTranspose_mul, hD]
      have e : (Vᴴ * V - 1) * Vᴴ * (V * (Vᴴ * V - 1))
          = (Vᴴ * V - 1) * (Vᴴ * V) * (Vᴴ * V - 1) := by
        simp only [Matrix.mul_assoc]
      rw [e]
      exact alg _ h2
    -- hence every entry of the deviation from the identity vanishes
    apply sub_eq_zero.mp
    ext i j
    have hj := congrArg Complex.re (congrFun (congrFun key j) j)
    rw [Matrix.add_apply, Complex.add_re, gram_diag_re, gram_diag_re,
      Matrix.zero_apply, Complex.zero_re] at hj
    have h1 : 0 ≤ ∑ l, Complex.normSq ((V * (Vᴴ * V - 1) : Matrix m n ℂ) l j) :=
      Finset.sum_nonneg fun l _ => Complex.normSq_nonneg _
    have h3 : Complex.normSq ((Vᴴ * V - 1 : Matrix n n ℂ) i j)
        ≤ ∑ l, Complex.normSq ((Vᴴ * V - 1 : Matrix n n ℂ) l j) :=
      Finset.single_le_sum
        (f := fun l => Complex.normSq ((Vᴴ * V - 1 : Matrix n n ℂ) l j))
        (fun l _ => Complex.normSq_nonneg _) (Finset.mem_univ i)
    have h4 := Complex.normSq_nonneg ((Vᴴ * V - 1 : Matrix n n ℂ) i j)
    exact Complex.normSq_eq_zero.mp (by linarith)
  · intro h
    rw [h]
    exact one_mem _

omit [DecidableEq m] [Fintype n] [DecidableEq n] in
/-- If the orbitals are continuous at `k` and the overlap matrix `B(b)` is continuous at
`b = 0`, the augmented link tends to `U(k)ᴴ B(0) U(k)` as `b` tends to zero. -/
theorem tendsto_augmentedLink (B : K → Matrix m m ℂ) (U : K → Matrix m n ℂ) (k : K)
    (hB : ContinuousAt B 0) (hU : ContinuousAt U k) :
    Tendsto (fun b => augmentedLink (B b) U k b) (𝓝 0) (𝓝 ((U k)ᴴ * B 0 * U k)) := by
  have hk : Tendsto (fun b : K => k + b) (𝓝 0) (𝓝 k) := by
    have hs : Continuous fun b : K => k + b := by fun_prop
    have h := hs.tendsto 0
    simp only [add_zero] at h
    exact h
  have hU' : Tendsto (fun b => U (k + b)) (𝓝 0) (𝓝 (U k)) := hU.tendsto.comp hk
  have hc : Continuous fun p : Matrix m m ℂ × Matrix m n ℂ => (U k)ᴴ * p.1 * p.2 :=
    (continuous_const.matrix_mul continuous_fst).matrix_mul continuous_snd
  have hp : Tendsto (fun b => (B b, U (k + b))) (𝓝 0) (𝓝 (B 0, U k)) :=
    Filter.Tendsto.prodMk_nhds hB.tendsto hU'
  have hl := (hc.tendsto (B 0, U k)).comp hp
  simpa only [augmentedLink, Function.comp_def] using hl

/-- For orbitals continuous at `k` with `U(k)ᴴ S U(k) = 1`, the augmented link tends to the
identity as `b` tends to zero. The plain link tends to the identity minus the augmentation
overlap, and this limit is unitary if and only if the augmentation overlap vanishes. -/
theorem link_limits (S : Matrix m m ℂ) (U : K → Matrix m n ℂ) (k : K)
    (hU : ContinuousAt U k) (hS : (U k)ᴴ * S * U k = 1) :
    Tendsto (augmentedLink S U k) (𝓝 0) (𝓝 1) ∧
    Tendsto (plainLink U k) (𝓝 0) (𝓝 (1 - augmentationOverlap S (U k))) ∧
    (1 - augmentationOverlap S (U k) ∈ Matrix.unitaryGroup n ℂ ↔
      augmentationOverlap S (U k) = 0) := by
  -- normalization turns the plain Gram matrix into one minus the augmentation overlap
  have hG : 1 - augmentationOverlap S (U k) = (U k)ᴴ * U k := by
    rw [augmentationOverlap, Matrix.mul_sub, Matrix.sub_mul, hS, Matrix.mul_one,
      sub_sub_cancel]
  refine ⟨?_, ?_, ?_⟩
  · have h := tendsto_augmentedLink (fun _ => S) U k continuousAt_const hU
    rw [hS] at h
    exact h
  · have h := tendsto_augmentedLink (fun _ => (1 : Matrix m m ℂ)) U k continuousAt_const hU
    simp only [augmentedLink, Matrix.mul_one] at h
    rw [hG]
    exact h
  · rw [hG, gram_unitary_iff, ← hG, sub_eq_self]

/-- For orbitals continuous at `k` with `U(k)ᴴ S U(k) = 1` and non-zero augmentation
overlap, the plain link fails to be unitary for every sufficiently small `b`. -/
theorem plainLink_eventually_not_unitary (S : Matrix m m ℂ) (U : K → Matrix m n ℂ) (k : K)
    (hU : ContinuousAt U k) (hS : (U k)ᴴ * S * U k = 1)
    (hQ : augmentationOverlap S (U k) ≠ 0) :
    ∀ᶠ b in 𝓝 (0 : K), plainLink U k b ∉ Matrix.unitaryGroup n ℂ := by
  obtain ⟨-, hT, hiff⟩ := link_limits S U k hU hS
  have hc : Continuous fun A : Matrix n n ℂ => A * Aᴴ :=
    continuous_id.matrix_mul continuous_id.matrix_conjTranspose
  have hne : (1 - augmentationOverlap S (U k)) * (1 - augmentationOverlap S (U k))ᴴ ≠ 1 :=
    fun h => hQ (hiff.mp (Matrix.mem_unitaryGroup_iff.mpr h))
  -- being different from the identity is an open condition
  filter_upwards [((hc.tendsto _).comp hT) (isOpen_ne.mem_nhds hne)] with b hb hu
  exact hb (Matrix.mem_unitaryGroup_iff.mp hu)

/-- A single band on a line of wavevectors, with components `cos k / 2` and `sin k`. -/
def rotatingOrbital (k : ℝ) : Matrix (Fin 2) (Fin 1) ℂ :=
  !![((Real.cos k : ℝ) : ℂ) / 2; ((Real.sin k : ℝ) : ℂ)]

/-- With the overlap matrix `diag(4, 1)` the rotating orbital is continuous and normalized
at every `k`, and its augmentation overlap is `(3/4) cos² k`. -/
theorem rotatingOrbital_witness :
    Continuous rotatingOrbital ∧
    (∀ k, (rotatingOrbital k)ᴴ * (!![4, 0; 0, 1] : Matrix (Fin 2) (Fin 2) ℂ)
      * rotatingOrbital k = 1) ∧
    (∀ k, augmentationOverlap !![4, 0; 0, 1] (rotatingOrbital k)
      = !![3 / 4 * ((Real.cos k : ℝ) : ℂ) ^ 2]) := by
  refine ⟨?_, fun k => ?_, fun k => ?_⟩
  · refine continuous_matrix fun i j => ?_
    have h0 : Continuous fun k : ℝ => ((Real.cos k : ℝ) : ℂ) / 2 :=
      (Complex.continuous_ofReal.comp Real.continuous_cos).div_const 2
    have h1 : Continuous fun k : ℝ => ((Real.sin k : ℝ) : ℂ) :=
      Complex.continuous_ofReal.comp Real.continuous_sin
    fin_cases i <;> fin_cases j
    · exact h0
    · exact h1
  · have h := Real.cos_sq_add_sin_sq k
    unfold rotatingOrbital
    generalize Real.cos k = c at h ⊢
    generalize Real.sin k = s at h ⊢
    have hC : (c : ℂ) ^ 2 + (s : ℂ) ^ 2 = 1 := by exact_mod_cast h
    ext i j
    fin_cases i
    fin_cases j
    simp [Matrix.mul_apply, Fin.sum_univ_succ]
    have h2 : (starRingEnd ℂ) 2 = 2 := map_ofNat _ 2
    rw [h2]
    linear_combination hC
  · unfold augmentationOverlap rotatingOrbital
    generalize Real.cos k = c
    generalize Real.sin k = s
    ext i j
    fin_cases i
    fin_cases j
    simp [Matrix.mul_apply, Fin.sum_univ_succ]
    have h2 : (starRingEnd ℂ) 2 = 2 := map_ofNat _ 2
    rw [h2]
    ring

end

end UltrasoftLinks
```

```lean
#print axioms UltrasoftLinks.plainLink_eventually_not_unitary
```

```
'UltrasoftLinks.plainLink_eventually_not_unitary' depends on axioms: [propext, Classical.choice, Quot.sound]
```

## Sums of squares and continuity in the code

`gram_diag_re` writes the diagonal of a Gram matrix as a sum of squared moduli. `gram_unitary_iff` contains the argument for $D=0$: `alg` is the algebraic identity, `key` rewrites it as two Gram matrices adding to zero, and `linarith` concludes that each entry of $D$ has zero squared modulus.

`tendsto_augmentedLink` composes the continuity of $U$ and $B$ with that of the matrix product. `link_limits` uses it twice, with the constant matrices $S$ and $1$; its step `hG` is the identity $1-Q=U(k)^\dagger U(k)$. `plainLink_eventually_not_unitary` uses the fact that being different from $1$ is an open condition.

`rotatingOrbital_witness` treats an orbital with components $\tfrac12\cos k$ and $\sin k$, and $S=\mathrm{diag}(4,1)$. It is continuous and normalized at every $k$, with $Q=\tfrac34\cos^2k$. At $k=0$ the plain limit is $1/4$, as in the opening example; at $k=\pi/2$ the orbital lies entirely in the component that needs no augmentation, and the plain limit is $1$.
